# The frozen-orbital hardness matrix is the interaction kernel between augmented orbital densities

An ultrasoft pseudopotential can reproduce every eigenvalue of the atomic configuration it was generated for and still misplace the levels when charge moves from one orbital to another, as it does in a molecule or a solid. One source of error is a wrong orbital density, because the density that moves with the charge changes the potential felt by every level. Estimating this response of the levels from the soft part $|\phi_i|^2$ alone leaves out the augmentation charge, which also interacts with the other electrons.

With the orbitals held frozen, the response has a closed form. It depends on the pseudization only through the augmented orbital densities and the core density. Pseudopotential tests usually compare eigenvalue shifts between self-consistent configurations, in which the orbitals also relax. The results here concern only the frozen-orbital part of such shifts.

## Eigenvalue shifts derived by hand

Let $r$ and $s$ run over a finite grid. Orbital $i$ has a frozen density $n_i(r)$ and occupation $f_i$, and the total density is

$$n(r)=n_{\text{core}}(r)+\sum_j f_j\,n_j(r).$$

Let $F(n)$ be the Hartree and exchange-correlation energy as a function of the grid values. Its first and second partial derivatives are the potential and the interaction kernel:

$$v(r)=\frac{\partial F}{\partial n(r)},\qquad K(r,s)=\frac{\partial^2F}{\partial n(r)\,\partial n(s)}.$$

The frozen-orbital eigenvalue is $\varepsilon_i=h_i+\sum_r n_i(r)v(r)$. It is the expectation value of the Hamiltonian in the normalised frozen orbital, and it equals the eigenvalue where that orbital solves the Kohn–Sham equations. The constant $h_i$ stands for the kinetic energy, the ionic potential and the bare nonlocal terms, none of which change while the orbital is frozen. The Hartree potential of $n_{\text{core}}$ is already contained in $v$, so it is left out of the ionic potential here.

**The derivative.** Adding charge $t$ to orbital $j$ changes the density from $n$ to $n+t\,n_j$. If $F$ is twice continuously differentiable at $n$, the chain rule gives

$$\left.\frac{dv(r)}{dt}\right|_{t=0}=\sum_s K(r,s)\,n_j(s).$$

Multiplying by $n_i(r)$ and summing over $r$ gives the hardness matrix

$$H_{ij}=\frac{\partial\varepsilon_i}{\partial f_j}=\sum_{r,s}n_i(r)\,K(r,s)\,n_j(s).$$

**Symmetry.** Mixed second derivatives commute, so $K(r,s)=K(s,r)$. Exchanging the summation labels gives $H_{ij}=H_{ji}$.

**Positivity.** Take real coefficients $c_i$ and set $w=\sum_i c_i n_i$. Then

$$\sum_{i,j}c_iH_{ij}c_j=\sum_{r,s}w(r)K(r,s)w(s)=p''(0),\qquad p(t)=F(n+t\,w).$$

If $F$ is convex near $n$, then $p$ is convex near $t=0$ and $p'$ is nondecreasing there. The quotient $(p'(t)-p'(0))/t$ is therefore nonnegative for small $t$ of either sign, and so is its limit $p''(0)$.

Convexity means that the interaction energy has no direction of negative curvature. Hartree repulsion has this property, but local-density exchange is concave, so the sum has to be examined at the density in question.

**Two pseudizations.** Suppose two pseudizations share $F$, $n_{\text{core}}$ and all $n_i$. At any occupations they have the same $n$, hence the same $v$, $K$ and $H$. Between occupations $f$ and $g$, the constants cancel:

$$\varepsilon_i(f)-\varepsilon_i(g)=\sum_r n_i(r)\,\bigl[v_f(r)-v_g(r)\bigr],$$

where $v_f$ and $v_g$ are the potentials at the two occupations. The shifts agree even if the values of $h_i$ differ.

## Two orbitals on two grid points

Take $F=n(1)^2+n(1)n(2)+n(2)^2$ in arbitrary energy units, with $n_1=(0.8,\,0.2)$ and $n_2=(0.4,\,0.6)$. Then

$$K=\begin{pmatrix}2&1\\1&2\end{pmatrix},\qquad Kn_1=(1.8,\,1.2),\qquad Kn_2=(1.4,\,1.6),$$

$$H=\begin{pmatrix}1.68&1.44\\1.44&1.52\end{pmatrix},\qquad \det H=0.48.$$

Moving $0.1$ electron from orbital 2 to orbital 1 shifts $\varepsilon_1$ by $0.1\,(1.68-1.44)=0.024$ and $\varepsilon_2$ by $0.1\,(1.44-1.52)=-0.008$.

Suppose $(0.3,\,0)$ of $n_1$ is augmentation charge. The soft part $(0.5,\,0.2)$ alone would give $H_{11}=0.78$, less than half the correct value.

## Densities, potential and kernel in Lean

The type `G` labels the grid points and `ι` the orbitals; both are finite.

```lean
import Mathlib

open Matrix Topology

namespace UltrasoftHardness

noncomputable section

variable {G ι : Type*} [Fintype G] [DecidableEq G] [Fintype ι]
```

The augmented density is $|\phi(r)|^2+\mathrm{Re}\sum_{a,b}\langle\beta_a|\phi\rangle^*\,Q_{ab}(r)\,\langle\beta_b|\phi\rangle$, with projectors $\beta_a$ and augmentation functions $Q_{ab}$. For the usual Hermitian $Q$ the sum is already real. Overlaps are plain sums, so grid weights are absorbed into the projectors. Normalisation of the orbitals is not imposed.

```lean
/-- The ultrasoft density of an orbital `φ` on the grid: the soft part `|φ|²` plus the real part
of the augmentation term with projectors `β` and augmentation functions `Q`. Overlaps are plain
sums over grid points. -/
def augmentedDensity {κ : Type*} [Fintype κ] (β : κ → G → ℂ) (Q : κ → κ → G → ℂ)
    (φ : G → ℂ) : G → ℝ := fun r =>
  ‖φ r‖ ^ 2 + (∑ a, ∑ b, star (star (β a) ⬝ᵥ φ) * Q a b r * (star (β b) ⬝ᵥ φ)).re
```

In the next definition `ν j` is the orbital density $n_j$, not a potential. Occupations are arbitrary real numbers.

```lean
/-- The total density: core density plus occupation-weighted frozen orbital densities. -/
def totalDensity (core : G → ℝ) (ν : ι → G → ℝ) (f : ι → ℝ) : G → ℝ :=
  core + ∑ j, f j • ν j
```

The Fréchet derivative `fderiv ℝ F n` is the linear map that sends a density change to the first-order change of $F$. Applied to `Pi.single r 1`, a unit change at the point $r$, it gives $v(r)$. Any volume element in $F$ is thereby included in the potential.

```lean
/-- The potential on the grid: the partial derivatives of `F` with respect to the density
at each grid point. -/
def potential (F : (G → ℝ) → ℝ) (n : G → ℝ) : G → ℝ :=
  fun r => fderiv ℝ F n (Pi.single r 1)
```

Differentiating once more gives $K(r,s)$.

```lean
/-- The interaction kernel on the grid: the matrix of second partial derivatives of `F`. -/
def gridHessian (F : (G → ℝ) → ℝ) (n : G → ℝ) : Matrix G G ℝ :=
  Matrix.of fun r s => fderiv ℝ (fderiv ℝ F) n (Pi.single s 1) (Pi.single r 1)
```

The name `eigenvalue` refers to the expression for $\varepsilon_i$; no eigenvalue equation is solved. Because `ν i` may be an augmented density, the interaction of the augmentation charge with the potential is included.

```lean
/-- The frozen-orbital eigenvalue: a fixed one-electron part plus the potential averaged over
the orbital density. -/
def eigenvalue (F : (G → ℝ) → ℝ) (h : ι → ℝ) (core : G → ℝ) (ν : ι → G → ℝ)
    (i : ι) (f : ι → ℝ) : ℝ :=
  h i + ν i ⬝ᵥ potential F (totalDensity core ν f)
```

The hardness matrix is defined by the kernel formula, and its identity with the derivative is proved below. It has no factor $\tfrac12$, unlike some definitions of chemical hardness.

```lean
/-- The hardness matrix: the interaction kernel between pairs of orbital densities. -/
def hardness (F : (G → ℝ) → ℝ) (core : G → ℝ) (ν : ι → G → ℝ) (f : ι → ℝ) :
    Matrix ι ι ℝ :=
  Matrix.of fun i j => ν i ⬝ᵥ (gridHessian F (totalDensity core ν f) *ᵥ ν j)
```

## The derivative formula

The first lemma expands a density in unit changes at single points and uses linearity.

```lean
/-- A linear functional of a density is the sum of its values on single grid points, weighted
by the density. -/
theorem linear_on_grid (L : (G → ℝ) →L[ℝ] ℝ) (w : G → ℝ) :
    L w = ∑ r, w r * L (Pi.single r 1) := by
  have hw : w = ∑ r, w r • (Pi.single r (1 : ℝ) : G → ℝ) := by
    ext s
    simp [Finset.sum_apply, Pi.single_apply]
  conv_lhs => rw [hw]
  simp only [map_sum, map_smul, smul_eq_mul]
```

Applying this expansion to both arguments of the second derivative turns the double sum for $H_{ij}$ into the second derivative of $F$ along $n_j$ and $n_i$. The `flip` exchanges the two arguments so that the lemma can be used on the other one.

```lean
/-- Each entry of the hardness matrix is the second derivative of `F` along the two orbital
densities. -/
theorem hardness_apply (F : (G → ℝ) → ℝ) (core : G → ℝ) (ν : ι → G → ℝ) (f : ι → ℝ)
    (i j : ι) : hardness F core ν f i j =
      fderiv ℝ (fderiv ℝ F) (totalDensity core ν f) (ν j) (ν i) := by
  rw [linear_on_grid (fderiv ℝ (fderiv ℝ F) (totalDensity core ν f) (ν j)) (ν i)]
  simp only [hardness, gridHessian, Matrix.of_apply, dotProduct, Matrix.mulVec]
  refine Finset.sum_congr rfl fun r _ => ?_
  have h2 := linear_on_grid
    ((fderiv ℝ (fderiv ℝ F) (totalDensity core ν f)).flip (Pi.single r 1)) (ν j)
  simp only [ContinuousLinearMap.flip_apply] at h2
  rw [h2]
  congr 1
  exact Finset.sum_congr rfl fun s _ => mul_comm _ _
```

Next comes the density shift $n\to n+t\,n_j$.

```lean
omit [Fintype G] [DecidableEq G] in
/-- Adding charge `t` to orbital `j` adds `t` times its frozen density to the total density. -/
theorem totalDensity_shift [DecidableEq ι] (core : G → ℝ) (ν : ι → G → ℝ) (f : ι → ℝ) (j : ι) (t : ℝ) :
    totalDensity core ν (f + t • Pi.single j 1) = totalDensity core ν f + t • ν j := by
  ext r
  simp [totalDensity, Finset.sum_apply, add_mul, Finset.sum_add_distrib, Pi.single_apply,
    add_assoc]
```

The chain rule is stated for the slope of $F$ along a fixed direction $w$ as the density moves along $v$, which here denotes a density change and not the potential. Since $F$ is twice continuously differentiable at $n$, its first derivative is differentiable there. `hasLineDerivAt` restricts that derivative to the line, and `clm_apply` evaluates it on $w$.

```lean
omit [DecidableEq G] in
/-- Where `F` is twice continuously differentiable, its slope along `w` changes along `v` at the
rate given by the second derivative. -/
theorem slope_hasDerivAt {F : (G → ℝ) → ℝ} {n : G → ℝ} (hF : ContDiffAt ℝ 2 F n)
    (v w : G → ℝ) : HasDerivAt (fun t : ℝ => fderiv ℝ F (n + t • v) w)
      (fderiv ℝ (fderiv ℝ F) n v w) 0 := by
  have h1 : ContDiffAt ℝ 1 (fderiv ℝ F) n := hF.fderiv_right (by norm_num)
  have h2 : DifferentiableAt ℝ (fderiv ℝ F) n := h1.differentiableAt (by norm_num)
  have h3 : HasDerivAt (fun t : ℝ => fderiv ℝ F (n + t • v))
      (fderiv ℝ (fderiv ℝ F) n v) 0 := h2.hasFDerivAt.hasLineDerivAt v
  have h4 := h3.clm_apply (hasDerivAt_const (0 : ℝ) w)
  exact h4.congr_deriv (by simp)
```

The main formula follows by rewriting $\varepsilon_i$ as $h_i$ plus the slope of $F$ along $n_i$. The hypothesis `ContDiffAt ℝ 2 F` is required only at the density considered. It therefore admits local-density exchange, proportional to $n^{4/3}$ at each point, provided that the total density is positive at every grid point, although its second derivative diverges at zero density.

```lean
/-- If `F` is twice continuously differentiable at the total density, the derivative of
eigenvalue `i` with respect to occupation `j` is the hardness matrix element `n_i · Hess F · n_j`. -/
theorem eigenvalue_hasDerivAt [DecidableEq ι] {F : (G → ℝ) → ℝ} (h : ι → ℝ) {core : G → ℝ}
    {ν : ι → G → ℝ} {f : ι → ℝ} (hF : ContDiffAt ℝ 2 F (totalDensity core ν f)) (i j : ι) :
    HasDerivAt (fun t : ℝ => eigenvalue F h core ν i (f + t • Pi.single j 1))
      (hardness F core ν f i j) 0 := by
  have hE : (fun t : ℝ => eigenvalue F h core ν i (f + t • Pi.single j 1)) =
      fun t : ℝ => h i + fderiv ℝ F (totalDensity core ν f + t • ν j) (ν i) := by
    funext t
    rw [eigenvalue, totalDensity_shift, linear_on_grid _ (ν i)]
    rfl
  rw [hE, hardness_apply]
  exact (slope_hasDerivAt hF (ν j) (ν i)).const_add (h i)
```

## Symmetry and positivity

Symmetry is Mathlib's theorem on second derivatives, applied to the directions $n_i$ and $n_j$.

```lean
/-- The hardness matrix is symmetric if `F` is twice continuously differentiable at the total
density. -/
theorem hardness_symm {F : (G → ℝ) → ℝ} {core : G → ℝ} {ν : ι → G → ℝ} {f : ι → ℝ}
    (hF : ContDiffAt ℝ 2 F (totalDensity core ν f)) : (hardness F core ν f).IsSymm := by
  ext i j
  rw [Matrix.transpose_apply, hardness_apply, hardness_apply]
  exact (hF.isSymmSndFDerivAt (by simp)).eq (ν i) (ν j)
```

For positivity, the set `S` is a neighbourhood of $n$ on which $F$ is convex; it is not the ultrasoft overlap operator. The proof picks a ball inside `S` on which $F$ is differentiable, and `T` collects the values of $t$ for which $n+t\,v$ lies in the ball. There `hconv` gives convexity along the line, `hg` identifies the slope, and `hm` shows that it is nondecreasing. The two cases at the end are $t\le 0$ and $t\ge 0$, and `ge_of_tendsto` carries the sign to the limit.

```lean
omit [DecidableEq G] in
/-- A functional that is convex near a density and twice continuously differentiable there has
nonnegative curvature in every direction. -/
theorem curvature_nonneg {F : (G → ℝ) → ℝ} {n : G → ℝ} {S : Set (G → ℝ)}
    (hF : ContDiffAt ℝ 2 F n) (hS : S ∈ 𝓝 n) (hc : ConvexOn ℝ S F) (v : G → ℝ) :
    0 ≤ fderiv ℝ (fderiv ℝ F) n v v := by
  have hdiff : {y | DifferentiableAt ℝ F y} ∈ 𝓝 n :=
    (hF.eventually (by simp)).mono fun y hy => hy.differentiableAt (by norm_num)
  obtain ⟨r, hr, hB⟩ := Metric.mem_nhds_iff.1 (Filter.inter_mem hS hdiff)
  -- restrict F to the line through n along v, inside a small ball
  let T : Set ℝ := {t | n + t • v ∈ Metric.ball n r}
  have hl : ⇑(AffineMap.lineMap n (n + v) : ℝ →ᵃ[ℝ] (G → ℝ)) = fun t : ℝ => n + t • v := by
    funext t
    simp [AffineMap.lineMap_apply, add_comm]
  have hconv : ConvexOn ℝ T (fun t : ℝ => F (n + t • v)) := by
    have h := (hc.subset (fun y hy => (hB hy).1) (convex_ball n r)).comp_affineMap
      (AffineMap.lineMap n (n + v) : ℝ →ᵃ[ℝ] (G → ℝ))
    rw [hl] at h
    exact h
  have hg : ∀ t ∈ T, HasDerivAt (fun t : ℝ => F (n + t • v))
      (fderiv ℝ F (n + t • v) v) t := by
    intro t ht
    have hd : DifferentiableAt ℝ F (n + t • v) := (hB ht).2
    have hl := ((hasDerivAt_id' t).smul_const v).const_add n
    rw [one_smul] at hl
    exact hd.hasFDerivAt.comp_hasDerivAt t hl
  -- the slope of a convex function is monotone
  have hm : ∀ s ∈ T, ∀ t ∈ T, s ≤ t →
      fderiv ℝ F (n + s • v) v ≤ fderiv ℝ F (n + t • v) v := by
    intro s hs t ht hst
    have h := hconv.monotoneOn_deriv (fun x hx => (hg x hx).differentiableAt) hs ht hst
    rwa [(hg s hs).deriv, (hg t ht).deriv] at h
  have h0 : (0 : ℝ) ∈ T := by
    change n + (0 : ℝ) • v ∈ Metric.ball n r
    rw [zero_smul, add_zero]
    exact Metric.mem_ball_self hr
  have hcont : Continuous (fun t : ℝ => n + t • v) := by fun_prop
  have hT : T ∈ 𝓝 (0 : ℝ) := (Metric.isOpen_ball.preimage hcont).mem_nhds h0
  -- so its difference quotients, and their limit, are nonnegative
  refine ge_of_tendsto (hasDerivAt_iff_tendsto_slope.1 (slope_hasDerivAt hF v v)) ?_
  filter_upwards [mem_nhdsWithin_of_mem_nhds hT] with t ht
  rw [slope_def_field]
  rcases le_total t 0 with h | h
  · exact div_nonneg_of_nonpos (sub_nonpos.2 (hm t ht 0 h0 h)) (sub_nonpos.2 h)
  · exact div_nonneg (sub_nonneg.2 (hm 0 h0 t ht h)) (sub_nonneg.2 h)
```

Taking the direction $\sum_i c_i n_i$ and expanding by linearity in each argument gives the quadratic form of $H$.

```lean
/-- The quadratic form of the hardness matrix is nonnegative if `F` is twice continuously
differentiable at the total density and convex on a neighbourhood of it. -/
theorem hardness_nonneg {F : (G → ℝ) → ℝ} {core : G → ℝ} {ν : ι → G → ℝ} {f : ι → ℝ}
    {S : Set (G → ℝ)} (hF : ContDiffAt ℝ 2 F (totalDensity core ν f))
    (hS : S ∈ 𝓝 (totalDensity core ν f)) (hc : ConvexOn ℝ S F) (c : ι → ℝ) :
    0 ≤ c ⬝ᵥ (hardness F core ν f *ᵥ c) := by
  have hL : ∀ L : (G → ℝ) →L[ℝ] ℝ, L (∑ i, c i • ν i) = ∑ i, c i * L (ν i) := by
    intro L
    simp only [map_sum, map_smul, smul_eq_mul]
  -- the quadratic form is the curvature along the density change ∑ c_j n_j
  have h := curvature_nonneg hF hS hc (∑ i, c i • ν i)
  rw [hL (fderiv ℝ (fderiv ℝ F) (totalDensity core ν f) (∑ i, c i • ν i))] at h
  refine h.trans_eq (Finset.sum_congr rfl fun i _ => ?_)
  have h2 := hL ((fderiv ℝ (fderiv ℝ F) (totalDensity core ν f)).flip (ν i))
  simp only [ContinuousLinearMap.flip_apply] at h2
  rw [h2]
  congr 1
  refine Finset.sum_congr rfl fun j _ => ?_
  change _ = hardness F core ν f i j * c j
  rw [hardness_apply, mul_comm]
```

## Equal augmented densities give equal shifts

The two pseudizations may differ in orbitals, projectors, number of projectors, augmentation functions and constants $h_i$. The hypothesis `hν` requires equal augmented densities at every grid point. The proof replaces one family of densities by the other, after which the hardness matrices are identical and `ring` cancels the constants.

No smoothness is assumed here. Since `fderiv` returns zero where a derivative does not exist, the statement has physical content only where the derivatives do.

The model leaves out orbital relaxation: when occupations change self-consistently, the densities $n_i$ change too, and two pseudizations that agree at one configuration may relax differently.

```lean
/-- For one and the same functional `F`, two pseudizations with the same core density and the same
augmented orbital densities have the same eigenvalue shifts between any two occupations, and the
same hardness matrix. -/
theorem transferability {κ κ' : Type*} [Fintype κ] [Fintype κ'] (F : (G → ℝ) → ℝ)
    (core : G → ℝ) (h h' : ι → ℝ) (φ φ' : ι → G → ℂ)
    (β : κ → G → ℂ) (Q : κ → κ → G → ℂ) (β' : κ' → G → ℂ) (Q' : κ' → κ' → G → ℂ)
    (hν : ∀ i, augmentedDensity β Q (φ i) = augmentedDensity β' Q' (φ' i)) (f g : ι → ℝ) :
    (∀ i, eigenvalue F h core (fun k => augmentedDensity β Q (φ k)) i f
        - eigenvalue F h core (fun k => augmentedDensity β Q (φ k)) i g
      = eigenvalue F h' core (fun k => augmentedDensity β' Q' (φ' k)) i f
        - eigenvalue F h' core (fun k => augmentedDensity β' Q' (φ' k)) i g) ∧
    hardness F core (fun k => augmentedDensity β Q (φ k)) f
      = hardness F core (fun k => augmentedDensity β' Q' (φ' k)) f := by
  have hfun : (fun k => augmentedDensity β Q (φ k)) =
      fun k => augmentedDensity β' Q' (φ' k) := funext hν
  rw [hfun]
  refine ⟨fun i => ?_, rfl⟩
  -- the fixed one-electron parts cancel in the difference
  simp only [eigenvalue]
  ring

end

end UltrasoftHardness
```

```lean
#print axioms UltrasoftHardness.eigenvalue_hasDerivAt
#print axioms UltrasoftHardness.hardness_symm
#print axioms UltrasoftHardness.hardness_nonneg
#print axioms UltrasoftHardness.transferability
```

```
'UltrasoftHardness.eigenvalue_hasDerivAt' depends on axioms: [propext, Classical.choice, Quot.sound]
'UltrasoftHardness.hardness_symm' depends on axioms: [propext, Classical.choice, Quot.sound]
'UltrasoftHardness.hardness_nonneg' depends on axioms: [propext, Classical.choice, Quot.sound]
'UltrasoftHardness.transferability' depends on axioms: [propext, Classical.choice, Quot.sound]
```
